# The E8 lattice has 240 shortest vectors and sphere packing fraction π⁴/384

When a hard-sphere simulation in eight dimensions starts from an E8 crystal, no two spheres may overlap. At one lattice point per unit volume, the largest diameter that allows this is √2. Each sphere then touches 240 others, and the spheres fill π⁴/384 ≈ 0.2537 of space. For this perfect lattice of equal spheres, the three numbers are reference values for the contact distance, the number of touching neighbours and the packing fraction at contact. With a smaller diameter on the same lattice, the spheres do not touch and the fraction is lower.

## Shortest vectors

E8 consists of the vectors n and n + (1/2, ..., 1/2), where n has integer entries n_0, ..., n_7 with even sum. Write |x|² = Σ x_i².

For integer vectors,

Σ n_i² + Σ n_i = Σ n_i(n_i + 1)

is even, so Σ n_i² is even, and at least 2 unless n = 0. Equality needs two entries ±1 and the rest 0: 28 · 4 = 112 vectors. For the translates,

Σ (n_i + 1/2)² = 2 + Σ n_i(n_i + 1) ≥ 2,

with equality when every n_i is 0 or −1. Even parity keeps half of these 256 choices, 128, and the total is 240.

## From contact distance to density

Differences of lattice vectors are lattice vectors; an integer vector minus a translate shifts the integer sum by 8, which preserves parity. If x lies in the open balls of radius r around distinct lattice points v and w, then

2 ≤ |v − w|² ≤ 2|x − v|² + 2|x − w|² < 4r²,

so r > √2/2. Conversely, for such r the balls around 0 and (1/2, ..., 1/2) share their midpoint.

The cell [0,2) × [0,1)⁶ × [0,1/2) has volume 1. To carry x into it, first subtract (1/2, ..., 1/2) if the fractional part x_7 − ⌊x_7⌋ is at least 1/2. Then subtract the integer parts, always rounded down, lowering the one in direction 0 by 1 if their sum is odd. The translation is unique: two choices would differ by a lattice vector d with |d_7| < 1/2, hence an integer vector. Then d_7 = 0, the edges of length 1 force d_1 = ... = d_6 = 0, and d_0 is even with |d_0| < 2, so d = 0.

Translated back to the origin, the pieces of balls inside the cell therefore form one whole ball, without overlap. For r ≤ √2/2 the pieces do not overlap in the cell either, so they cover the volume of one ball. The d-dimensional volume formula π^(d/2) r^d / Γ(d/2 + 1) gives, at d = 8 and r = √2/2,

π⁴r⁸/24 = π⁴/(24 · 16) = π⁴/384.

## The Lean file

```lean
import Mathlib

open MeasureTheory

noncomputable section

namespace E8Packing

/-- The integer vectors with even coordinate sum, and their translates by (1/2, ..., 1/2). -/
def E8 : Set (Fin 8 → ℝ) :=
  {x | ∃ n : Fin 8 → ℤ, Even (∑ i, n i) ∧ ((∀ i, x i = n i) ∨ ∀ i, x i = n i + 1 / 2)}

/-- The Euclidean squared norm. -/
def normSq (x : Fin 8 → ℝ) : ℝ := ∑ i, x i ^ 2

/-- The open ball of radius `r` centred at `v`. -/
def ball (v : Fin 8 → ℝ) (r : ℝ) : Set (Fin 8 → ℝ) := {x | normSq (x - v) < r ^ 2}

/-- The edge lengths 2, 1, 1, 1, 1, 1, 1, 1/2 of the cell. -/
def side (i : Fin 8) : ℝ := if i = 0 then 2 else if i = 7 then 1 / 2 else 1

/-- The rectangular cell with one corner at the origin. -/
def cell : Set (Fin 8 → ℝ) := Set.univ.pi fun i => Set.Ico 0 (side i)

/-- The fraction of the cell covered by balls of radius `r` around all lattice points. -/
def packingFraction (r : ℝ) : ℝ :=
  (volume (cell ∩ ⋃ v : E8, ball v r) / volume cell).toReal

/-- The sum of squares of eight integers is even exactly when their sum is even. -/
lemma even_sq_iff (n : Fin 8 → ℤ) : Even (∑ i, n i ^ 2) ↔ Even (∑ i, n i) := by
  have h1 : (2 : ℤ) ∣ ∑ i, n i * (n i + 1) :=
    Finset.dvd_sum fun i _ => (Int.even_mul_succ_self (n i)).two_dvd
  have h2 : ∑ i, n i * (n i + 1) = ∑ i, n i ^ 2 + ∑ i, n i := by
    rw [← Finset.sum_add_distrib]
    exact Finset.sum_congr rfl fun i _ => by ring
  obtain ⟨b, hb⟩ := h1
  constructor <;> rintro ⟨a, ha⟩ <;> exact ⟨b - a, by linarith⟩

lemma normSq_int {x : Fin 8 → ℝ} {n : Fin 8 → ℤ} (h : ∀ i, x i = n i) :
    normSq x = ((∑ i, n i ^ 2 : ℤ) : ℝ) := by
  simp only [normSq, h]; push_cast; rfl

lemma normSq_half {x : Fin 8 → ℝ} {n : Fin 8 → ℤ} (h : ∀ i, x i = n i + 1 / 2) :
    normSq x = ((∑ i, n i * (n i + 1) : ℤ) : ℝ) + 2 := by
  simp only [normSq, h, Fin.sum_univ_eight]; push_cast; ring

lemma mul_succ_nonneg (n : ℤ) : 0 ≤ n * (n + 1) := by
  rcases (by omega : 0 ≤ n ∨ n + 1 ≤ 0) with h | h <;> nlinarith

/-- Differences of lattice vectors are lattice vectors. -/
theorem sub_mem {v w : Fin 8 → ℝ} (hv : v ∈ E8) (hw : w ∈ E8) : v - w ∈ E8 := by
  obtain ⟨n, ⟨a, ha⟩, hn⟩ := hv
  obtain ⟨m, ⟨b, hb⟩, hm⟩ := hw
  have hs : ∑ i, (n i - m i) = (a - b) + (a - b) := by
    rw [Finset.sum_sub_distrib]; linarith
  rcases hn with hn | hn <;> rcases hm with hm | hm
  · exact ⟨fun i => n i - m i, ⟨_, hs⟩, .inl fun i => by simp [hn, hm]⟩
  · refine ⟨fun i => n i - m i - 1, ⟨a - b - 4, ?_⟩, .inr fun i => ?_⟩
    · rw [Finset.sum_sub_distrib, hs]; simp; ring
    · rw [Pi.sub_apply, hn, hm]; push_cast; ring
  · refine ⟨fun i => n i - m i, ⟨_, hs⟩, .inr fun i => ?_⟩
    rw [Pi.sub_apply, hn, hm]; push_cast; ring
  · exact ⟨fun i => n i - m i, ⟨_, hs⟩, .inl fun i => by simp [hn, hm]⟩

/-- Every nonzero lattice vector has squared norm at least 2. -/
theorem two_le_normSq {x : Fin 8 → ℝ} (hx : x ∈ E8) (h0 : x ≠ 0) : 2 ≤ normSq x := by
  obtain ⟨n, hn, h | h⟩ := hx
  · obtain ⟨i, hi⟩ := Function.ne_iff.1 h0
    have hni : n i ≠ 0 := fun h' => hi (by simp [h, h'])
    have h1 : n i ^ 2 ≤ ∑ j, n j ^ 2 :=
      Finset.single_le_sum (f := fun j => n j ^ 2) (fun j _ => sq_nonneg _) (Finset.mem_univ i)
    have h2 : 0 < n i ^ 2 := by positivity
    obtain ⟨a, ha⟩ := (even_sq_iff n).2 hn
    have h3 : 2 ≤ ∑ j, n j ^ 2 := by
      have : 0 < a := by linarith
      linarith [Int.add_one_le_iff.2 this]
    rw [normSq_int h]; exact_mod_cast h3
  · have h1 : 0 ≤ ∑ i, n i * (n i + 1) := Finset.sum_nonneg fun i _ => mul_succ_nonneg _
    have h2 : (0 : ℝ) ≤ ((∑ i, n i * (n i + 1) : ℤ) : ℝ) := by exact_mod_cast h1
    rw [normSq_half h]; linarith

/-- The integer vectors with entries 1 or -1 on `s` and 0 elsewhere. -/
def signed (s : Finset (Fin 8)) : Finset (Fin 8 → ℤ) :=
  Fintype.piFinset fun i => if i ∈ s then {1, -1} else {0}

lemma mem_signed {s : Finset (Fin 8)} {n : Fin 8 → ℤ} (h : n ∈ signed s) (i : Fin 8) :
    (i ∈ s ↔ n i ≠ 0) ∧ n i ^ 2 = if i ∈ s then 1 else 0 := by
  have h' := Fintype.mem_piFinset.1 h i
  by_cases hi : i ∈ s
  · simp only [hi, if_true, Finset.mem_insert, Finset.mem_singleton] at h' ⊢
    rcases h' with h' | h' <;> simp [h']
  · simp only [hi, if_false, Finset.mem_singleton] at h' ⊢
    simp [h']

/-- There are 112 integer vectors of squared norm 2 in eight dimensions. -/
theorem card_integer : {n : Fin 8 → ℤ | ∑ i, n i ^ 2 = 2}.ncard = 112 := by
  have hset : {n : Fin 8 → ℤ | ∑ i, n i ^ 2 = 2} =
      ↑((Finset.powersetCard 2 Finset.univ).biUnion signed) := by
    ext n
    simp only [Set.mem_ofPred_eq, Finset.mem_coe, Finset.mem_biUnion, Finset.mem_powersetCard]
    constructor
    · intro h
      have hv : ∀ i, n i = 0 ∨ n i = 1 ∨ n i = -1 := fun i => by
        have h1 : n i ^ 2 ≤ ∑ j, n j ^ 2 := Finset.single_le_sum
          (f := fun j => n j ^ 2) (fun j _ => sq_nonneg _) (Finset.mem_univ i)
        have h2 : n i < 2 := by nlinarith
        have h3 : -2 < n i := by nlinarith
        omega
      have hm : n ∈ signed (Finset.univ.filter fun i => n i ≠ 0) :=
        Fintype.mem_piFinset.2 fun i => by rcases hv i with h | h | h <;> simp [h]
      refine ⟨_, ⟨Finset.subset_univ _, ?_⟩, hm⟩
      rw [Finset.sum_congr rfl fun i _ => (mem_signed hm i).2] at h
      rw [Finset.sum_ite_mem, Finset.univ_inter, Finset.sum_const, nsmul_eq_mul, mul_one] at h
      exact_mod_cast h
    · rintro ⟨s, ⟨-, hs⟩, hn⟩
      rw [Finset.sum_congr rfl fun i _ => (mem_signed hn i).2]
      simp [hs]
  have hcard : ∀ s ∈ Finset.powersetCard 2 (Finset.univ : Finset (Fin 8)),
      (signed s).card = 4 := fun s hs => by
    have h1 : ∀ i, (if i ∈ s then ({1, -1} : Finset ℤ) else {0}).card =
        if i ∈ s then 2 else 1 := fun i => by split_ifs <;> rfl
    rw [signed, Fintype.card_piFinset, Finset.prod_congr rfl fun i _ => h1 i,
      Finset.prod_ite_mem, Finset.univ_inter, Finset.prod_const, (Finset.mem_powersetCard.1 hs).2]
    norm_num
  rw [hset, Set.ncard_coe_finset, Finset.card_biUnion, Finset.sum_congr rfl hcard]
  · simp [Finset.card_powersetCard, Nat.choose]
  · intro s _ t _ hst
    refine Finset.disjoint_left.2 fun n hs ht => hst ?_
    ext i; rw [(mem_signed hs i).1, (mem_signed ht i).1]

/-- Half of the 256 vectors with entries 0 or -1 have even coordinate sum. -/
theorem card_half :
    {n : Fin 8 → ℤ | Even (∑ i, n i) ∧ ∀ i, n i = 0 ∨ n i = -1}.ncard = 128 := by
  have hset : {n : Fin 8 → ℤ | Even (∑ i, n i) ∧ ∀ i, n i = 0 ∨ n i = -1} =
      ↑((Fintype.piFinset fun _ : Fin 8 => ({0, -1} : Finset ℤ)).filter
        fun n => Even (∑ i, n i)) := by
    ext n; simp [Fintype.mem_piFinset, and_comm]
  rw [hset, Set.ncard_coe_finset]
  decide +kernel

/-- Exactly 240 lattice vectors have squared norm 2. -/
theorem card_minimal : {x | x ∈ E8 ∧ normSq x = 2}.ncard = 240 := by
  let f : (Fin 8 → ℤ) → Fin 8 → ℝ := fun n i => n i
  let g : (Fin 8 → ℤ) → Fin 8 → ℝ := fun n i => n i + 1 / 2
  have hf : Function.Injective f := fun a b h => funext fun i => by
    have h' : (a i : ℝ) = b i := congrFun h i
    exact_mod_cast h'
  have hg : Function.Injective g := fun a b h => funext fun i => by
    have h' : (a i : ℝ) + 1 / 2 = b i + 1 / 2 := congrFun h i
    exact_mod_cast add_right_cancel h'
  have hset : {x | x ∈ E8 ∧ normSq x = 2} = f '' {n | ∑ i, n i ^ 2 = 2} ∪
      g '' {n | Even (∑ i, n i) ∧ ∀ i, n i = 0 ∨ n i = -1} := by
    ext x
    constructor
    · rintro ⟨⟨n, hn, h | h⟩, h2⟩
      · rw [normSq_int h] at h2
        exact .inl ⟨n, by exact_mod_cast h2, funext fun i => (h i).symm⟩
      · rw [normSq_half h] at h2
        have hz : ∑ i, n i * (n i + 1) = 0 := by
          exact_mod_cast (by linarith : ((∑ i, n i * (n i + 1) : ℤ) : ℝ) = 0)
        refine .inr ⟨n, ⟨hn, fun i => ?_⟩, funext fun i => (h i).symm⟩
        have hi := (Finset.sum_eq_zero_iff_of_nonneg fun i _ => mul_succ_nonneg (n i)).1 hz i
          (Finset.mem_univ i)
        rcases mul_eq_zero.1 hi with h | h <;> omega
    · rintro (⟨n, hn, rfl⟩ | ⟨n, ⟨hn, h⟩, rfl⟩)
      · have hn' : ∑ i, n i ^ 2 = 2 := hn
        refine ⟨⟨n, (even_sq_iff n).1 (by rw [hn']; exact even_two), .inl fun _ => rfl⟩, ?_⟩
        rw [normSq_int (n := n) fun _ => rfl, hn']; norm_num
      · refine ⟨⟨n, hn, .inr fun _ => rfl⟩, ?_⟩
        have hz : ∑ i, n i * (n i + 1) = 0 :=
          Finset.sum_eq_zero fun i _ => by rcases h i with h | h <;> simp [h]
        rw [normSq_half (n := n) fun _ => rfl, hz]; norm_num
  rw [hset, Set.ncard_union_eq ?_
    ((Set.finite_of_ncard_ne_zero (by rw [card_integer]; norm_num)).image f)
    ((Set.finite_of_ncard_ne_zero (by rw [card_half]; norm_num)).image g),
    Set.ncard_image_of_injective _ hf, Set.ncard_image_of_injective _ hg, card_integer, card_half]
  refine Set.disjoint_left.2 ?_
  rintro _ ⟨n, -, rfl⟩ ⟨m, -, h⟩
  have h' : (m 0 : ℝ) + 1 / 2 = n 0 := congrFun h 0
  have : 2 * m 0 + 1 = 2 * n 0 := by
    exact_mod_cast (by linarith : 2 * (m 0 : ℝ) + 1 = 2 * n 0)
  omega

/-- Balls of radius `r` around distinct lattice points are disjoint exactly for `r ≤ √2/2`. -/
theorem disjoint_iff {r : ℝ} (hr : 0 ≤ r) :
    (∀ v ∈ E8, ∀ w ∈ E8, v ≠ w → Disjoint (ball v r) (ball w r)) ↔ r ≤ √2 / 2 := by
  have h2 : √2 ^ 2 = 2 := Real.sq_sqrt (by norm_num)
  have hp : 0 ≤ √2 := Real.sqrt_nonneg 2
  constructor
  · intro h
    by_contra hlt
    have hr2 : 1 / 2 < r ^ 2 := by nlinarith [not_le.1 hlt]
    -- the midpoint between the origin and (1/2, ..., 1/2) lies in both balls
    have hne : (0 : Fin 8 → ℝ) ≠ fun _ => 1 / 2 := fun h' => by
      have := congrFun h' 0
      norm_num at this
    have hd := h 0 ⟨0, by simp, .inl (by simp)⟩ (fun _ => 1 / 2)
      ⟨0, by simp, .inr (by simp)⟩ hne
    have m1 : (fun _ => 1 / 4 : Fin 8 → ℝ) ∈ ball 0 r := by
      change normSq ((fun _ => 1 / 4) - 0) < r ^ 2
      simp only [normSq, Pi.sub_apply, Pi.zero_apply, Fin.sum_univ_eight]
      linarith
    have m2 : (fun _ => 1 / 4 : Fin 8 → ℝ) ∈ ball (fun _ => 1 / 2) r := by
      change normSq ((fun _ => 1 / 4) - fun _ => 1 / 2) < r ^ 2
      simp only [normSq, Pi.sub_apply, Fin.sum_univ_eight]
      linarith
    exact Set.disjoint_left.1 hd m1 m2
  · intro h v hv w hw hne
    refine Set.disjoint_left.2 fun x (hxv : normSq (x - v) < r ^ 2)
      (hxw : normSq (x - w) < r ^ 2) => ?_
    have h1 := two_le_normSq (sub_mem hv hw) (sub_ne_zero.2 hne)
    have h3 : normSq (v - w) ≤ 2 * normSq (x - v) + 2 * normSq (x - w) := by
      simp only [normSq, Pi.sub_apply]
      rw [Finset.mul_sum, Finset.mul_sum, ← Finset.sum_add_distrib]
      exact Finset.sum_le_sum fun i _ => by nlinarith [sq_nonneg ((x i - v i) + (x i - w i))]
    nlinarith

lemma mem_cell {y : Fin 8 → ℝ} : y ∈ cell ↔ ∀ i, 0 ≤ y i ∧ y i < side i := by
  simp [cell, Set.mem_pi, Set.mem_Ico]

/-- Two lattice vectors that differ by a difference of two cell points are equal. -/
lemma eq_of_cell {v w a b : Fin 8 → ℝ} (hv : v ∈ E8) (hw : w ∈ E8) (ha : a ∈ cell)
    (hb : b ∈ cell) (h : a - b = v - w) : v = w := by
  have hd : ∀ i, -side i < (v - w) i ∧ (v - w) i < side i := fun i => by
    have h1 := mem_cell.1 ha i
    have h2 := mem_cell.1 hb i
    rw [← h, Pi.sub_apply]; constructor <;> linarith
  obtain ⟨n, ⟨k, hk⟩, hn | hn⟩ := sub_mem hv hw
  · have hz : ∀ i, i ≠ 0 → n i = 0 := fun i hi => by
      have hs : side i ≤ 1 := by
        simp only [side, if_neg hi]; split_ifs <;> norm_num
      have h1 := hd i
      rw [hn] at h1
      have h2 : -1 < n i := by exact_mod_cast (by linarith : (-1 : ℝ) < n i)
      have h3 : n i < 1 := by exact_mod_cast (by linarith : (n i : ℝ) < 1)
      omega
    rw [Finset.sum_eq_single 0 (fun i _ hi => hz i hi) (by simp)] at hk
    have h1 := hd 0
    rw [hn, show side 0 = 2 by simp [side]] at h1
    have h2 : -2 < n 0 := by exact_mod_cast h1.1
    have h3 : n 0 < 2 := by exact_mod_cast h1.2
    refine sub_eq_zero.1 (funext fun i => ?_)
    have hi : n i = 0 := by
      by_cases h0 : i = 0
      · rw [h0]; omega
      · exact hz i h0
    rw [hn, hi]; simp
  · have h1 := hd 7
    rw [hn, show side 7 = 1 / 2 by simp [side]] at h1
    have h2 : -1 < n 7 := by exact_mod_cast (by linarith : (-1 : ℝ) < n 7)
    have h3 : n 7 < 0 := by exact_mod_cast (by linarith : (n 7 : ℝ) < 0)
    omega

lemma exists_even (y : Fin 8 → ℝ) (h : y 7 - ⌊y 7⌋ < 1 / 2) :
    ∃ n : Fin 8 → ℤ, Even (∑ i, n i) ∧ ∀ i, 0 ≤ y i - n i ∧ y i - n i < side i := by
  -- round down, then repair the parity in the long direction of the cell
  obtain ⟨e, he0, he1, k, hk⟩ : ∃ e : ℤ, 0 ≤ e ∧ e ≤ 1 ∧ Even (∑ i, ⌊y i⌋ - e) :=
    ⟨(∑ i, ⌊y i⌋) % 2, by omega, by omega, (∑ i, ⌊y i⌋) / 2, by omega⟩
  have h0' : (0 : ℝ) ≤ e := by exact_mod_cast he0
  have h1' : (e : ℝ) ≤ 1 := by exact_mod_cast he1
  refine ⟨fun i => ⌊y i⌋ - if i = 0 then e else 0, ⟨k, ?_⟩, fun i => ?_⟩
  · rw [Finset.sum_sub_distrib, ← hk]; simp
  · have a := Int.floor_le (y i)
    have b := Int.lt_floor_add_one (y i)
    by_cases h0 : i = 0
    · subst h0
      simp only [side, if_true]
      push_cast
      constructor <;> linarith
    · by_cases h7 : i = 7
      · subst h7
        simp only [side, if_neg h0, if_true]
        push_cast
        constructor <;> linarith
      · simp only [side, if_neg h0, if_neg h7]
        push_cast
        constructor <;> linarith

/-- Each point of space is carried into the cell by exactly one lattice translation. -/
theorem tiling (x : Fin 8 → ℝ) : ∃! v, v ∈ E8 ∧ x - v ∈ cell := by
  have hex : ∃ v, v ∈ E8 ∧ x - v ∈ cell := by
    by_cases h : x 7 - ⌊x 7⌋ < 1 / 2
    · obtain ⟨n, hn, hb⟩ := exists_even x h
      exact ⟨fun i => n i, ⟨n, hn, .inl fun _ => rfl⟩, mem_cell.2 hb⟩
    · have hfl : ⌊x 7 - 1 / 2⌋ = ⌊x 7⌋ :=
        Int.floor_eq_iff.2 ⟨by linarith, by linarith [Int.lt_floor_add_one (x 7)]⟩
      obtain ⟨n, hn, hb⟩ := exists_even (fun i => x i - 1 / 2)
        (by simp only [hfl]; linarith [Int.lt_floor_add_one (x 7)])
      refine ⟨fun i => n i + 1 / 2, ⟨n, hn, .inr fun _ => rfl⟩, mem_cell.2 fun i => ?_⟩
      have := hb i
      simp only [Pi.sub_apply]
      constructor <;> linarith
  obtain ⟨v, hv, hc⟩ := hex
  exact ⟨v, ⟨hv, hc⟩, fun w hw => eq_of_cell hw.1 hv hc hw.2 (by abel)⟩

/-- The cell has volume 1. -/
theorem volume_cell : volume cell = 1 := by
  have hs : ∀ i ∈ (Finset.univ : Finset (Fin 8)), 0 ≤ side i := fun i _ => by
    unfold side; split_ifs <;> norm_num
  have hp : ∏ i, side i = 1 := by
    simp [Fin.prod_univ_eight, side]
  rw [cell, volume_pi_pi]
  simp only [Real.volume_Ico, sub_zero]
  rw [← ENNReal.ofReal_prod_of_nonneg hs, hp, ENNReal.ofReal_one]

/-- The ball of radius `r > 0` around the origin has volume `π⁴ r⁸ / 24`. -/
theorem volume_ball {r : ℝ} (hr : 0 < r) :
    volume (ball 0 r) = ENNReal.ofReal (Real.pi ^ 4 / 24 * r ^ 8) := by
  have hset : ball 0 r = {x : Fin 8 → ℝ | (∑ i, |x i| ^ (2 : ℝ)) ^ (1 / (2 : ℝ)) < r} := by
    ext x
    simp only [ball, normSq, Set.mem_ofPred_eq, sub_zero, Real.rpow_two, sq_abs]
    rw [← Real.sqrt_eq_rpow, Real.sqrt_lt' hr]
  have h1 : Real.Gamma (1 / 2 + 1) = 1 / 2 * √Real.pi := by
    rw [Real.Gamma_add_one (by norm_num), Real.Gamma_one_half_eq]
  have h2 : Real.Gamma (((8 : ℕ) : ℝ) / 2 + 1) = 24 := by
    rw [show ((8 : ℕ) : ℝ) / 2 + 1 = ((4 : ℕ) : ℝ) + 1 by norm_num, Real.Gamma_nat_eq_factorial]
    norm_num [Nat.factorial]
  have h3 : √Real.pi ^ 8 = Real.pi ^ 4 := by
    rw [show √Real.pi ^ 8 = (√Real.pi ^ 2) ^ 4 by ring, Real.sq_sqrt Real.pi_pos.le]
  rw [hset, volume_sum_rpow_lt (ι := Fin 8) (p := 2) one_le_two r, Fintype.card_fin, h1, h2,
    ← ENNReal.ofReal_pow hr.le, ← ENNReal.ofReal_mul (by positivity)]
  congr 1
  linear_combination (r ^ 8 / 24) * h3

/-- If the balls do not overlap, the part of the cell they cover has the volume of one ball. -/
theorem volume_covered {r : ℝ} (hr : 0 ≤ r) (h : r ≤ √2 / 2) :
    volume (cell ∩ ⋃ v : E8, ball v r) = volume (ball 0 r) := by
  have hc : E8.Countable := by
    refine ((Set.countable_range fun (n : Fin 8 → ℤ) (i : Fin 8) => (n i : ℝ)).union
      (Set.countable_range fun (n : Fin 8 → ℤ) (i : Fin 8) => (n i : ℝ) + 1 / 2)).mono ?_
    rintro x ⟨n, -, hn | hn⟩
    · exact .inl ⟨n, funext fun i => (hn i).symm⟩
    · exact .inr ⟨n, funext fun i => (hn i).symm⟩
  have := hc.to_subtype
  have hm : ∀ v : E8, MeasurableSet (cell ∩ ball v r) := fun v => by
    refine (MeasurableSet.univ_pi fun i => measurableSet_Ico).inter
      (measurableSet_lt ?_ measurable_const)
    simp only [normSq, Pi.sub_apply]
    fun_prop
  -- the pieces of balls in the cell, translated back, reassemble the ball at the origin
  have hball : ball 0 r = ⋃ v : E8, (fun y => y + (v : Fin 8 → ℝ)) ⁻¹' (cell ∩ ball v r) := by
    ext y
    simp only [Set.mem_iUnion, Set.mem_preimage, Set.mem_inter_iff, ball, Set.mem_ofPred_eq,
      add_sub_cancel_right, sub_zero]
    constructor
    · intro hy
      obtain ⟨w, ⟨hw, hyw⟩, -⟩ := tiling y
      have h0 : (0 : Fin 8 → ℝ) ∈ E8 := ⟨0, by simp, .inl (by simp)⟩
      refine ⟨⟨0 - w, sub_mem h0 hw⟩, ?_, hy⟩
      have he : y + (0 - w) = y - w := by abel
      simpa only [he] using hyw
    · rintro ⟨v, -, hy⟩
      exact hy
  rw [Set.inter_iUnion, measure_iUnion ?_ hm, hball, measure_iUnion ?_ ?_]
  · exact tsum_congr fun v => (measure_preimage_add_right volume (v : Fin 8 → ℝ) _).symm
  · intro v w hvw
    refine Set.disjoint_left.2 fun y hy hy' => hvw (Subtype.ext ?_)
    exact eq_of_cell v.2 w.2 hy.1 hy'.1 (add_sub_add_left_eq_sub _ _ _)
  · exact fun v => (measurable_add_const (v : Fin 8 → ℝ)) (hm v)
  · intro v w hvw
    exact ((disjoint_iff hr).2 h v v.2 w w.2 fun h => hvw (Subtype.ext h)).mono
      Set.inter_subset_right Set.inter_subset_right

/-- The lattice has minimum nonzero squared norm 2, attained by exactly 240 vectors; its cell has
volume 1, and balls of radius `√2/2` around the lattice points fill the fraction `π⁴/384`. -/
theorem e8_packing :
    (∀ x ∈ E8, x ≠ 0 → 2 ≤ normSq x) ∧ {x | x ∈ E8 ∧ normSq x = 2}.ncard = 240 ∧
      volume cell = 1 ∧ packingFraction (√2 / 2) = Real.pi ^ 4 / 384 := by
  refine ⟨fun x hx h0 => two_le_normSq hx h0, card_minimal, volume_cell, ?_⟩
  have hr : 0 < √2 / 2 := by positivity
  have h8 : (√2 / 2) ^ 8 = 1 / 16 := by
    rw [show (√2 / 2) ^ 8 = (√2 ^ 2) ^ 4 / 256 by ring, Real.sq_sqrt (by norm_num)]
    norm_num
  rw [packingFraction, volume_covered hr.le le_rfl, volume_cell, div_one, volume_ball hr, h8,
    ENNReal.toReal_ofReal (by positivity)]
  ring

end E8Packing
```

```lean
#print axioms E8Packing.e8_packing
```

```
'E8Packing.e8_packing' depends on axioms: [propext, Classical.choice, Quot.sound]
```

## How the pieces become one ball

Points are functions `Fin 8 → ℝ`. `normSq` spells out the Euclidean sum because Mathlib's norm on this type is the maximum norm. `packingFraction` is the covered volume of `cell` divided by its volume.

`even_sq_iff` and `normSq_half` give the bound; `card_integer` counts by support, and `card_half` enumerates the 256 sign choices with `decide +kernel`. `disjoint_iff` settles the radius, and `tiling` combines `exists_even` with `eq_of_cell`.

The density turns on `measure_iUnion`, which makes the volume of a countable disjoint union a sum. `volume_covered` applies it twice: to the pieces in the cell, disjoint by `disjoint_iff`, and to their translates in the central ball, disjoint by `eq_of_cell`. `measure_preimage_add_right` equates the sums term by term.

## One lattice, exact arithmetic

`e8_packing` states the minimum, the count, the cell volume and the fraction; non-overlap is in `disjoint_iff`. These concern E8 alone: that no eight-dimensional packing is denser is a much deeper theorem, not proved here. Rounding errors in a code are not covered either. Nor is `cell` a periodic simulation box, since most of its edges are not lattice vectors.
